# The minimum Thomas–Fermi energy within the one-parameter Lenz family of densities is about $-0.757\,Z^{7/3}$

A neutral atom has $Z$ electrons around a point nucleus of charge $Z$. Contracting the cloud strengthens the nuclear attraction but raises the kinetic energy and the electron repulsion. Thomas–Fermi theory writes all three through the density alone, and a trial density with one inverse length $\lambda$ gives the balance in closed form. Atomic units are used, and $Z>0$ and $\lambda>0$ (`lam`) are real numbers.

```lean
import Mathlib

open Real MeasureTheory Set Filter Topology

namespace LenzTrialDensity

noncomputable section
```

## Density and functionals

With $r>0$ the radius and $y=\sqrt{\lambda r}$, the Lenz density is $n(r)=Z\lambda^3e^{-y}/(16\pi y^3)$, which diverges as $r^{-3/2}$ at the nucleus.

```lean
/-- Lenz trial density `Z lam³ exp(-y) / (16 π y³)` with `y = √(lam r)`. -/
def lenz (Z lam r : ℝ) : ℝ :=
  Z * lam ^ 3 * exp (-√(lam * r)) / (16 * π * (√(lam * r)) ^ 3)
```

A spherical density is a function `n : ℝ → ℝ`, integrated over `Ioi (0 : ℝ)`, the half-line $r>0$. The electron number is $N=\int4\pi r^2n\,dr$.

```lean
/-- Number of electrons in a spherical density. -/
def electrons (n : ℝ → ℝ) : ℝ := ∫ r in Ioi (0 : ℝ), 4 * π * r ^ 2 * n r
```

The kinetic energy is $T=\frac3{10}(3\pi^2)^{2/3}\int4\pi r^2n^{5/3}dr$. The postulated prefactor is that of the spin-unpolarised non-interacting uniform electron gas, applied locally.

```lean
/-- Thomas-Fermi kinetic energy of a spherical density. -/
def kinetic (n : ℝ → ℝ) : ℝ :=
  3 / 10 * (3 * π ^ 2) ^ (2 / 3 : ℝ) * ∫ r in Ioi (0 : ℝ), 4 * π * r ^ 2 * n r ^ (5 / 3 : ℝ)
```

The nuclear attraction is $V_{ne}=-Z\int4\pi r\,n\,dr$.

```lean
/-- Attraction of a spherical density to a point nucleus of charge `Z`. -/
def attraction (Z : ℝ) (n : ℝ → ℝ) : ℝ := -Z * ∫ r in Ioi (0 : ℝ), 4 * π * r * n r
```

The Hartree potential is $v(r)=\frac1r\int_0^r4\pi s^2n\,ds+\int_r^\infty4\pi s\,n\,ds$. This shell-theorem form is the definition; it is not derived from the three-dimensional Coulomb integral.

```lean
/-- Shell-theorem Hartree potential: enclosed charge over `r` plus the outer shells. -/
def hartreePot (n : ℝ → ℝ) (r : ℝ) : ℝ :=
  (∫ s in (0 : ℝ)..r, 4 * π * s ^ 2 * n s) / r + ∫ s in Ioi r, 4 * π * s * n s
```

The repulsion is $U=\frac12\int4\pi r^2nv\,dr$.

```lean
/-- Hartree energy: half the density integrated against its Hartree potential. -/
def hartree (n : ℝ → ℝ) : ℝ :=
  1 / 2 * ∫ r in Ioi (0 : ℝ), 4 * π * r ^ 2 * n r * hartreePot n r
```

The energy $E=T+V_{ne}+U$ has no exchange, correlation or gradient term.

```lean
/-- Thomas-Fermi energy of an atom with nuclear charge `Z`. -/
def energy (Z : ℝ) (n : ℝ → ℝ) : ℝ := kinetic n + attraction Z n + hartree n
```

## The substitution $r=y^2/\lambda$

Here $dr=(2y/\lambda)\,dy$. Let $f$ be a radial integrand with $f(y^2/\lambda)\,2y/\lambda=g(y)\ge0$ for $y>0$, and let $G'=g$ with $G\to0$ at infinity. Then for $a\ge0$,
$$\int_a^\infty f\,dr=-G(\sqrt{\lambda a}).$$
In `key` the chain rule gives $\frac{d}{dr}G(\sqrt{\lambda r})=g(y)\lambda/(2y)=f(r)$, and the fundamental theorem for a nonnegative derivative yields integrability and the value. Lean assigns 0 to the integral of a non-integrable function, so the integrability conclusion matters.

```lean
variable {Z lam : ℝ}

/-- Substitution `r = y²/lam`: if `f(r) dr/dy = g(y) ≥ 0` has a decaying antiderivative `G`,
then `f` is integrable beyond `a` with integral `-G(√(lam a))`. -/
theorem radial_integral {a : ℝ} (hl : 0 < lam) (ha : 0 ≤ a) {f g G : ℝ → ℝ}
    (hG : ∀ y, HasDerivAt G (g y) y) (hg : ∀ y, 0 < y → 0 ≤ g y)
    (hlim : Tendsto G atTop (𝓝 0))
    (hf : ∀ y, 0 < y → f (y ^ 2 / lam) * (2 * y / lam) = g y) :
    IntegrableOn f (Ioi a) ∧ ∫ r in Ioi a, f r = -G (√(lam * a)) := by
  have hl' := hl.ne'
  have key : ∀ r ∈ Ioi a, HasDerivAt (fun r => G (√(lam * r))) (f r) r ∧ 0 ≤ f r := by
    intro r hr
    have hlr : 0 < lam * r := mul_pos hl (lt_of_le_of_lt ha hr)
    have hy : 0 < √(lam * r) := Real.sqrt_pos.2 hlr
    have e : (√(lam * r)) ^ 2 / lam = r := by rw [Real.sq_sqrt hlr.le]; field_simp
    have h1 := ((hasDerivAt_id' r).const_mul lam).sqrt hlr.ne'
    have h2 := hf _ hy
    rw [e] at h2
    refine ⟨((hG (√(lam * r))).comp r h1).congr_deriv ?_, ?_⟩
    · rw [← h2]
      have hy' := hy.ne'
      generalize √(lam * r) = y at hy' ⊢
      field_simp
    · have h3 := hg _ hy
      rw [← h2] at h3
      by_contra h
      exact absurd h3 (not_le.2 (mul_neg_of_neg_of_pos (not_le.1 h) (by positivity)))
  have hc : Continuous G := continuous_iff_continuousAt.2 fun y => (hG y).continuousAt
  have hc' : ContinuousWithinAt (fun r => G (√(lam * r))) (Ici a) a :=
    (hc.comp (by fun_prop : Continuous fun r : ℝ => √(lam * r))).continuousWithinAt
  have ht : Tendsto (fun r => G (√(lam * r))) atTop (𝓝 0) :=
    hlim.comp (Real.tendsto_sqrt_atTop.comp (tendsto_id.const_mul_atTop hl))
  refine ⟨integrableOn_Ioi_deriv_of_nonneg hc' (fun r h => (key r h).1)
    (fun r h => (key r h).2) ht, ?_⟩
  rw [integral_Ioi_of_hasDerivAt_of_nonneg hc' (fun r h => (key r h).1)
    (fun r h => (key r h).2) ht, zero_sub]
```

Every $G$ below is built from terms $(a+by+cy^2)e^{-ky}$ with real coefficients $a,b,c$ and $k>0$. The product rule gives the derivative $[b+2cy-k(a+by+cy^2)]e^{-ky}$, and the decay follows from $(ky)^me^{-ky}\to0$ for $m=0,1,2$.

```lean
/-- Derivative of a quadratic times `exp(-k y)`, and its decay at infinity for `k > 0`. -/
theorem poly_exp (a b c k : ℝ) (hk : 0 < k) :
    (∀ y, HasDerivAt (fun y => (a + b * y + c * y ^ 2) * exp (-(k * y)))
      ((b + 2 * c * y - k * (a + b * y + c * y ^ 2)) * exp (-(k * y))) y) ∧
    Tendsto (fun y => (a + b * y + c * y ^ 2) * exp (-(k * y))) atTop (𝓝 0) := by
  refine ⟨fun y => ?_, ?_⟩
  · have h1 : HasDerivAt (fun y => a + b * y + c * y ^ 2) (b + 2 * c * y) y :=
      ((((hasDerivAt_id' y).const_mul b).const_add a).fun_add
        ((hasDerivAt_pow 2 y).const_mul c)).congr_deriv (by norm_num; ring)
    have h2 : HasDerivAt (fun y => exp (-(k * y))) (exp (-(k * y)) * -(k * 1)) y :=
      ((hasDerivAt_id' y).const_mul k).fun_neg.exp
    exact (h1.fun_mul h2).congr_deriv (by ring)
  · have h : ∀ n : ℕ, Tendsto (fun y => (k * y) ^ n * exp (-(k * y))) atTop (𝓝 0) := fun n =>
      (tendsto_pow_mul_exp_neg_atTop_nhds_zero n).comp (tendsto_id.const_mul_atTop hk)
    have h' := (((h 0).const_mul a).add ((h 1).const_mul (b / k))).add
      ((h 2).const_mul (c / k ^ 2))
    simp only [mul_zero, add_zero] at h'
    have := hk.ne'
    exact h'.congr fun y => by field_simp
```

For $y>0$, $\sqrt{\lambda\cdot y^2/\lambda}=y$.

```lean
/-- At radius `r = y²/lam` the scaled variable `√(lam r)` equals `y`. -/
theorem scaled_radius {y : ℝ} (hl : 0 < lam) (hy : 0 < y) : √(lam * (y ^ 2 / lam)) = y := by
  have := hl.ne'
  rw [show lam * (y ^ 2 / lam) = y ^ 2 by field_simp, Real.sqrt_sq hy.le]
```

## Charge and nuclear attraction

Substituting,
$$4\pi r^2n\,dr=\tfrac Z2y^2e^{-y}dy,\qquad 4\pi r\,n\,dr=\tfrac{Z\lambda}2e^{-y}dy.$$
The antiderivatives `p` and `q` are $-Z(1+y+y^2/2)e^{-y}$ and $-\frac{Z\lambda}2e^{-y}$. The integrals beyond radius $a$ are their negatives at $y=\sqrt{\lambda a}$.

```lean
/-- Beyond radius `a`, with `y = √(lam a)`: the charge is finite and is `Z (1 + y + y²/2) e^{-y}`,
and the integral of `4π r n` is `Z lam e^{-y} / 2`. -/
theorem tail_integrals {a : ℝ} (hZ : 0 < Z) (hl : 0 < lam) (ha : 0 ≤ a) :
    IntegrableOn (fun r => 4 * π * r ^ 2 * lenz Z lam r) (Ioi a) ∧
    ∫ r in Ioi a, 4 * π * r ^ 2 * lenz Z lam r =
      Z * (1 + √(lam * a) + (√(lam * a)) ^ 2 / 2) * exp (-√(lam * a)) ∧
    ∫ r in Ioi a, 4 * π * r * lenz Z lam r = Z * lam / 2 * exp (-√(lam * a)) := by
  have hπ := pi_pos.ne'
  have p := poly_exp (-Z) (-Z) (-Z / 2) 1 one_pos
  have q := poly_exp (-(Z * lam / 2)) 0 0 1 one_pos
  have h1 := radial_integral hl ha (f := fun r => 4 * π * r ^ 2 * lenz Z lam r)
    (g := fun y => Z / 2 * y ^ 2 * exp (-y))
    (fun y => (p.1 y).congr_deriv (by simp only [one_mul]; ring)) (fun y hy => by positivity) p.2
    (fun y hy => by simp only [lenz, scaled_radius hl hy]; field_simp; ring)
  have h2 := radial_integral hl ha (f := fun r => 4 * π * r * lenz Z lam r)
    (g := fun y => Z * lam / 2 * exp (-y))
    (fun y => (q.1 y).congr_deriv (by simp only [one_mul]; ring)) (fun y hy => by positivity) q.2
    (fun y hy => by simp only [lenz, scaled_radius hl hy]; field_simp; ring)
  refine ⟨h1.1, h1.2.trans ?_, h2.2.trans ?_⟩ <;> simp only [one_mul] <;> ring
```

At $a=0$ they equal $Z$ and $Z\lambda/2$, so $N=Z$ for every $\lambda$ and $V_{ne}=-Z^2\lambda/2$.

```lean
/-- The Lenz density holds `Z` electrons and its nuclear attraction is `-Z² lam / 2`. -/
theorem electrons_attraction_lenz (hZ : 0 < Z) (hl : 0 < lam) :
    electrons (lenz Z lam) = Z ∧ attraction Z (lenz Z lam) = -(Z ^ 2) * lam / 2 := by
  obtain ⟨-, h1, h2⟩ := tail_integrals hZ hl le_rfl
  rw [electrons, attraction, h1, h2]
  simp only [mul_zero, Real.sqrt_zero, neg_zero, Real.exp_zero]
  constructor <;> ring
```

## Kinetic energy

Writing $n=\frac Z{16\pi}(\lambda/y)^3e^{-y}$, the power splits over positive factors (`hn`): $n^{5/3}=(\frac Z{16\pi})^{5/3}(\lambda/y)^5e^{-5y/3}$. The powers of $y$ cancel:
$$\int4\pi r^2n^{5/3}dr=8\pi\lambda^2\Big(\frac Z{16\pi}\Big)^{5/3}\int_0^\infty e^{-5y/3}dy=\frac{24\pi}5\lambda^2\Big(\frac Z{16\pi}\Big)^{5/3}.$$
With $(16\pi)^{5/3}=16\pi(16\pi)^{2/3}$ (`c1`) and $(3\pi^2)^{2/3}=(3\pi/16)^{2/3}(16\pi)^{2/3}$ (`c2`), the rational factor is $\frac3{10}\cdot\frac{24}5\cdot\frac1{16}=\frac9{100}$, and $T=\frac9{100}(3\pi/16)^{2/3}Z^{5/3}\lambda^2$.

```lean
/-- The kinetic energy of the Lenz density is `(9/100)(3π/16)^(2/3) Z^(5/3) lam²`. -/
theorem kinetic_lenz (hZ : 0 < Z) (hl : 0 < lam) : kinetic (lenz Z lam) =
    9 / 100 * (3 * π / 16) ^ (2 / 3 : ℝ) * Z ^ (5 / 3 : ℝ) * lam ^ 2 := by
  have hπ := pi_pos
  have p := poly_exp (-(24 / 5 * π * lam ^ 2 * (Z / (16 * π)) ^ (5 / 3 : ℝ))) 0 0 (5 / 3)
    (by norm_num)
  -- the 5/3 power splits over the three factors of the density
  have hn : ∀ y, 0 < y → lenz Z lam (y ^ 2 / lam) ^ (5 / 3 : ℝ) =
      (Z / (16 * π)) ^ (5 / 3 : ℝ) * (lam / y) ^ 5 * exp (-(5 / 3 * y)) := by
    intro y hy
    have h0 : lenz Z lam (y ^ 2 / lam) = Z / (16 * π) * (lam / y) ^ 3 * exp (-y) := by
      simp only [lenz, scaled_radius hl hy]
      field_simp
    have h3 : ((lam / y) ^ 3) ^ (5 / 3 : ℝ) = (lam / y) ^ 5 := by
      rw [← rpow_natCast _ 3, ← rpow_mul (div_pos hl hy).le, ← rpow_natCast _ 5]
      congr 1
      norm_num
    rw [h0, mul_rpow (by positivity) (by positivity), mul_rpow (by positivity) (by positivity),
      h3, ← exp_mul, show -y * (5 / 3) = -(5 / 3 * y) by ring]
  have h := radial_integral hl le_rfl
    (f := fun r => 4 * π * r ^ 2 * lenz Z lam r ^ (5 / 3 : ℝ))
    (g := fun y => 8 * π * lam ^ 2 * (Z / (16 * π)) ^ (5 / 3 : ℝ) * exp (-(5 / 3 * y)))
    (fun y => (p.1 y).congr_deriv (by ring)) (fun y hy => by positivity) p.2
    (fun y hy => by
      simp only [hn y hy]
      generalize (Z / (16 * π)) ^ (5 / 3 : ℝ) = A
      field_simp
      ring)
  have c1 : (16 * π) ^ (5 / 3 : ℝ) = 16 * π * (16 * π) ^ (2 / 3 : ℝ) := by
    rw [show (5 / 3 : ℝ) = 1 + 2 / 3 by norm_num, rpow_add (by positivity), rpow_one]
  have c2 : (3 * π ^ 2) ^ (2 / 3 : ℝ) = (3 * π / 16) ^ (2 / 3 : ℝ) * (16 * π) ^ (2 / 3 : ℝ) := by
    rw [← mul_rpow (by positivity) (by positivity)]
    congr 1
    ring
  have c3 : 0 < (16 * π) ^ (2 / 3 : ℝ) := by positivity
  rw [kinetic, h.2]
  simp only [mul_zero, Real.sqrt_zero, neg_zero, Real.exp_zero]
  rw [div_rpow hZ.le (by positivity : (0 : ℝ) ≤ 16 * π), c1, c2]
  generalize (16 * π) ^ (2 / 3 : ℝ) = B at c3 ⊢
  generalize (3 * π / 16) ^ (2 / 3 : ℝ) = C
  field_simp
  ring
```

## Hartree potential and energy

The enclosed charge is the total minus the tail, which `hu` obtains by splitting $(0,\infty)$ at $r>0$. Then
$$v=\frac Zr\Big[1-\Big(1+y+\frac{y^2}2\Big)e^{-y}\Big]+\frac{Z\lambda}2e^{-y}=\frac Zr\big[1-(1+y)e^{-y}\big],$$
because $Zy^2/(2r)=Z\lambda/2$.

```lean
/-- The Hartree potential of the Lenz density is `Z (1 - (1 + y) e^{-y}) / r`. -/
theorem hartreePot_lenz {r : ℝ} (hZ : 0 < Z) (hl : 0 < lam) (hr : 0 < r) :
    hartreePot (lenz Z lam) r = Z * (1 - (1 + √(lam * r)) * exp (-√(lam * r))) / r := by
  have h0 := (tail_integrals hZ hl le_rfl).1
  have t0 : ∫ s in Ioi (0 : ℝ), 4 * π * s ^ 2 * lenz Z lam s = Z :=
    (electrons_attraction_lenz hZ hl).1
  obtain ⟨hi, h1, h2⟩ := tail_integrals hZ hl hr.le
  -- enclosed charge = total charge - charge beyond r
  have hd : Disjoint (Ioc (0 : ℝ) r) (Ioi r) :=
    Set.disjoint_left.2 fun x hx hx' => not_lt_of_ge hx.2 hx'
  have hu := setIntegral_union hd measurableSet_Ioi (h0.mono_set Ioc_subset_Ioi_self) hi
  rw [Ioc_union_Ioi_eq_Ioi hr.le, t0, h1] at hu
  rw [hartreePot, intervalIntegral.integral_of_le hr.le, h2, eq_sub_of_add_eq hu.symm,
    Real.sq_sqrt (mul_pos hl hr).le]
  field_simp <;> ring
```

With $1/r=\lambda/y^2$, the integrand is $4\pi r^2nv\,dr=\frac{Z^2\lambda}2e^{-y}[1-(1+y)e^{-y}]\,dy$, nonnegative since $1+y\le e^y$ (`add_one_le_exp`). Its antiderivative, the sum of `p` and `q`, is
$$G=Z^2\lambda\Big[-\tfrac12e^{-y}+\big(\tfrac38+\tfrac y4\big)e^{-2y}\Big].$$
Thus $-G(0)=Z^2\lambda/8$ and $U=Z^2\lambda/16$.

```lean
/-- The Hartree energy of the Lenz density is `Z² lam / 16`. -/
theorem hartree_lenz (hZ : 0 < Z) (hl : 0 < lam) : hartree (lenz Z lam) = Z ^ 2 * lam / 16 := by
  have hπ := pi_pos.ne'
  have p := poly_exp (-(Z ^ 2 * lam / 2)) 0 0 1 one_pos
  have q := poly_exp (3 / 8 * Z ^ 2 * lam) (Z ^ 2 * lam / 4) 0 2 two_pos
  have h2 : ∀ y : ℝ, exp (-(2 * y)) = exp (-y) * exp (-y) := fun y => by
    rw [← exp_add, show -y + -y = -(2 * y) by ring]
  have ht := p.2.add q.2
  rw [add_zero] at ht
  have h := radial_integral hl le_rfl
    (f := fun r => 4 * π * r ^ 2 * lenz Z lam r * hartreePot (lenz Z lam) r)
    (g := fun y => Z ^ 2 * lam / 2 * (exp (-y) * (1 - (1 + y) * exp (-y))))
    (fun y => ((p.1 y).fun_add (q.1 y)).congr_deriv (by simp only [one_mul, h2]; ring))
    (fun y _ => by
      have h1 : exp y * exp (-y) = 1 := by rw [← exp_add]; simp
      have h3 := mul_le_mul_of_nonneg_right (add_one_le_exp y) (exp_pos (-y)).le
      exact mul_nonneg (by positivity) (mul_nonneg (exp_pos _).le (by nlinarith))) ht
    (fun y hy => by
      simp only [hartreePot_lenz hZ hl (div_pos (pow_pos hy 2) hl), lenz, scaled_radius hl hy]
      field_simp <;> ring)
  rw [hartree, h.2]
  simp only [mul_zero, Real.sqrt_zero, neg_zero, Real.exp_zero]
  ring
```

## The minimum over $\lambda$

Set $A=\frac9{100}(3\pi/16)^{2/3}Z^{5/3}>0$ and $D=(16/(3\pi))^{2/3}$. Then $E(\lambda)=A\lambda^2-\frac7{16}Z^2\lambda$, and completing the square gives
$$E(\lambda)=E_0+A(\lambda-\lambda_0)^2,\qquad\lambda_0=\frac{7Z^2}{32A}=\frac{175}{72}DZ^{1/3},\qquad E_0=-A\lambda_0^2=-\frac{1225}{2304}DZ^{7/3}.$$
In `energy_lenz_min`, `IsLeast` says that $E_0$ belongs to the set $\{E(\lambda):\lambda>0\}$ and lies below or at each of its members; the second clause says that for $\lambda>0$, $E(\lambda)=E_0$ exactly when $\lambda=\lambda_0$. The proof writes every power of $Z$ as an integer power of $Z^{1/3}$ and closes `key` with `hcd`, $(3\pi/16)^{2/3}D=1$. The lower bound is $A(\lambda-\lambda_0)^2\ge0$, and uniqueness uses $A\ne0$.

```lean
/-- Over `lam > 0` the least Thomas-Fermi energy of the Lenz density is
`-(1225/2304)(16/(3π))^(2/3) Z^(7/3)`, reached only at `lam = (175/72)(16/(3π))^(2/3) Z^(1/3)`. -/
theorem energy_lenz_min (hZ : 0 < Z) :
    IsLeast ((fun lam => energy Z (lenz Z lam)) '' Ioi 0)
      (-(1225 / 2304) * (16 / (3 * π)) ^ (2 / 3 : ℝ) * Z ^ (7 / 3 : ℝ)) ∧
    ∀ lam, 0 < lam → (energy Z (lenz Z lam) =
      -(1225 / 2304) * (16 / (3 * π)) ^ (2 / 3 : ℝ) * Z ^ (7 / 3 : ℝ) ↔
      lam = 175 / 72 * (16 / (3 * π)) ^ (2 / 3 : ℝ) * Z ^ (1 / 3 : ℝ)) := by
  have hπ := pi_pos
  have hz : ∀ n : ℕ, (Z ^ (1 / 3 : ℝ)) ^ n = Z ^ ((n : ℝ) / 3) := fun n => by
    rw [← rpow_natCast _ n, ← rpow_mul hZ.le, show (1 / 3 : ℝ) * n = n / 3 by ring]
  have h5 : Z ^ (5 / 3 : ℝ) = (Z ^ (1 / 3 : ℝ)) ^ 5 := by rw [hz 5]; norm_num
  have h7 : Z ^ (7 / 3 : ℝ) = (Z ^ (1 / 3 : ℝ)) ^ 7 := by rw [hz 7]; norm_num
  have h6 : Z ^ 2 = (Z ^ (1 / 3 : ℝ)) ^ 6 := by
    rw [hz 6, ← rpow_natCast Z 2]
    congr 1
    norm_num
  have hcd : (3 * π / 16) ^ (2 / 3 : ℝ) * (16 / (3 * π)) ^ (2 / 3 : ℝ) = 1 := by
    rw [← mul_rpow (by positivity) (by positivity),
      show 3 * π / 16 * (16 / (3 * π)) = 1 by field_simp, one_rpow]
  have hA : 0 < 9 / 100 * (3 * π / 16) ^ (2 / 3 : ℝ) * Z ^ (5 / 3 : ℝ) := by positivity
  -- complete the square in lam
  have key : ∀ lam, 0 < lam → energy Z (lenz Z lam) =
      -(1225 / 2304) * (16 / (3 * π)) ^ (2 / 3 : ℝ) * Z ^ (7 / 3 : ℝ) +
      9 / 100 * (3 * π / 16) ^ (2 / 3 : ℝ) * Z ^ (5 / 3 : ℝ) *
        (lam - 175 / 72 * (16 / (3 * π)) ^ (2 / 3 : ℝ) * Z ^ (1 / 3 : ℝ)) ^ 2 := by
    intro lam hl
    rw [energy, kinetic_lenz hZ hl, (electrons_attraction_lenz hZ hl).2, hartree_lenz hZ hl,
      h5, h7, h6]
    linear_combination (7 / 16 * (Z ^ (1 / 3 : ℝ)) ^ 6 * lam -
      1225 / 2304 * (16 / (3 * π)) ^ (2 / 3 : ℝ) * (Z ^ (1 / 3 : ℝ)) ^ 7) * hcd
  have h0 : 0 < 175 / 72 * (16 / (3 * π)) ^ (2 / 3 : ℝ) * Z ^ (1 / 3 : ℝ) := by positivity
  refine ⟨⟨⟨_, h0, (key _ h0).trans (by ring)⟩, ?_⟩, fun lam hl => ⟨fun h => ?_, fun h => ?_⟩⟩
  · rintro _ ⟨lam, hl, rfl⟩
    exact (le_add_of_nonneg_right (mul_nonneg hA.le (sq_nonneg _))).trans (key lam hl).ge
  · have h2 := add_left_cancel (((key lam hl).symm.trans h).trans (add_zero _).symm)
    exact sub_eq_zero.1 ((pow_eq_zero_iff two_ne_zero).1 ((mul_eq_zero.1 h2).resolve_left hA.ne'))
  · rw [key lam hl, h]
    ring
```

## The numerical coefficient

From $3.1415<\pi<3.1416$, $x=16/(3\pi)$ satisfies $1.6976<x<1.6978$. Since $D^3=x^2$, the inequalities $1.4229^3<1.6976^2$ and $1.6978^2<1.4237^3$ give $1.4229<D<1.4237$. Multiplying by $1225/2304$ places the coefficient between $0.7565$ and $0.757$.

```lean
/-- The coefficient `(1225/2304)(16/(3π))^(2/3)` lies between `0.7565` and `0.757`. -/
theorem coefficient_bounds : 0.7565 < 1225 / 2304 * (16 / (3 * π)) ^ (2 / 3 : ℝ) ∧
    1225 / 2304 * (16 / (3 * π)) ^ (2 / 3 : ℝ) < 0.757 := by
  have hπ : 0 < 3 * π := by positivity
  have x1 : 1.6976 < 16 / (3 * π) := by rw [lt_div_iff₀ hπ]; linarith [pi_lt_d4]
  have x2 : 16 / (3 * π) < 1.6978 := by rw [div_lt_iff₀ hπ]; linarith [pi_gt_d4]
  generalize 16 / (3 * π) = x at x1 x2 ⊢
  have hx : 0 ≤ x := by linarith
  have h3 : (x ^ (2 / 3 : ℝ)) ^ 3 = x ^ 2 := by
    rw [← rpow_natCast _ 3, ← rpow_mul hx, ← rpow_natCast _ 2]
    congr 1
    norm_num
  have d1 : 1.4229 < x ^ (2 / 3 : ℝ) :=
    lt_of_pow_lt_pow_left₀ 3 (rpow_nonneg hx _) (by rw [h3]; nlinarith)
  have d2 : x ^ (2 / 3 : ℝ) < 1.4237 :=
    lt_of_pow_lt_pow_left₀ 3 (by norm_num) (by rw [h3]; nlinarith)
  constructor <;> linarith

end

end LenzTrialDensity
```

```lean
#print axioms LenzTrialDensity.energy_lenz_min
-- 'LenzTrialDensity.energy_lenz_min' depends on axioms: [propext, Classical.choice, Quot.sound]
#print axioms LenzTrialDensity.coefficient_bounds
-- 'LenzTrialDensity.coefficient_bounds' depends on axioms: [propext, Classical.choice, Quot.sound]
```

The minimisation runs over the scale of one fixed shape, not over all densities holding $Z$ electrons, so $E_0$ is not shown to be the Thomas–Fermi ground-state energy; variational reasoning makes it an upper bound to that energy, a comparison that no theorem above states. Within this one-parameter, exchange-free model, the result exhibits the $Z^{7/3}$ energy and $Z^{-1/3}$ length scaling and gives closed-form values against which the radial quadratures of an orbital-free code can be compared.
